# Dyson's equation with a one-quantum self-energy is not size-consistent for a level coupled to N modes, while the second-order cumulant is

An electron added to an empty level at energy 0 couples with the same strength g to several identical vibrations or plasmon-like modes of frequency Ω, which don't talk to each other. I take the lowest-order self-energy, in which the bare level emits and reabsorbs one quantum, and solve w = Σ(w). With g = Ω = 1, one mode shifts the level by −0.618. Two modes should then give −1.236, but I get −1. A cumulant calculation with the same input gives −1 and −2, which do add up. Why does Dyson's equation make independent modes interfere, and how bad does it get for many of them?

## Shifts add in the exponent but not in the pole equation

The self-energy you use never has more than one quantum in flight, whichever mode it belongs to. The modes therefore compete for that single excitation. The shift ends up growing only as √N, where N is the number of modes. The fault lies in this approximate self-energy; Dyson's equation with the exact self-energy would be exact.

**The Dyson root.** With ħ = 1 and g, Ω > 0, the equation is

w = Σ(w) = N g²/(w − Ω), that is, w(w − Ω) = N g².

Put S(N) = √(Ω² + 4Ng²). The roots are (Ω ± S(N))/2. Since S(N) ≥ Ω, the upper one is not below Ω, which leaves

E(N) = (Ω − S(N))/2.

For the pole weight Z(N) = 1/(1 − Σ′(E(N))), use E(N) − Ω = −(S(N) + Ω)/2 and N g² = (S(N)² − Ω²)/4:

Σ′(E(N)) = −N g²/(E(N) − Ω)² = −(S(N) − Ω)/(S(N) + Ω)

Z(N) = (S(N) + Ω)/(2S(N)) = (1 + Ω/S(N))/2.

Because S(N)/√N = √(Ω²/N + 4g²) → 2g, it follows that E(N)/√N → −g and Z(N) → 1/2.

**The cumulant.** Its input is the correlation function N g² exp(−iΩs) of the modes. Integrating by parts,

C(N, t) = −∫₀ᵗ (t − s) N g² exp(−iΩs) ds = a(exp(−iΩt) − 1) + i(N g²/Ω)t, with a = N g²/Ω².

Expanding the exponential of the oscillating term gives

exp C(N, t) = Σₙ e⁻ᵃ (aⁿ/n!) exp(−i(−N g²/Ω + nΩ)t), n = 0, 1, 2, …

These are lines spaced by Ω with Poisson weights. The line n = 0 has shift −N g²/Ω and weight exp(−N g²/Ω²), so it fades as modes are added, whereas the Dyson pole always keeps more than half the weight.

**Two groups of modes.** C is linear in N, so exp C(N + M, t) = exp C(N, t) · exp C(M, t). For the Dyson roots,

(S(N) + S(M) − Ω)² − S(N + M)² = 2(S(N) − Ω)(S(M) − Ω) > 0

when both groups are non-empty. Hence S(N + M) < S(N) + S(M) − Ω, which is the same as E(N) + E(M) < E(N + M). Your −1.236 < −1 is the case N = M = 1.

Additivity is the right standard here: with the level occupied and a coupling linear in the displacements, each mode is a separately displaced oscillator, lowered by g²/Ω.

**In a GW calculation.** A one-shot GW run computes Σ(ω) and solves the quasiparticle equation, often by linearising Σ at the starting energy. In this model that single step gives −N g²Ω/(Ω² + N g²), which saturates at −Ω for large N. A cumulant run takes the spectral weight β(ω) of the same Σ relative to the bare level, forms

C(t) = ∫ β(ω) (exp(−iωt) + iωt − 1)/ω² dω,

exponentiates it on a time grid and Fourier transforms. Here β(ω) = N g² δ(ω − Ω), which reproduces the formula above. Dyson's equation has a single satellite here, the upper root, at a distance S(N) > Ω from the main line, whereas the cumulant spaces its lines by Ω. The comparison thus bears on satellite positions and weights in photoemission, within a model of one level and undamped modes of a single frequency. The formulas here are written for an electron added to an empty level. Core-level photoemission creates a hole instead, so there w has to be read as minus the electron energy, and the satellites lie below the main line in electron energy.

**What the Lean statements say.** `g` and `Ω` are real numbers and `N` is a natural number. `selfEnergy`, `splitting`, `dysonEnergy` and `dysonWeight` are Σ, S(N), E(N) and Z(N); the weight is defined through the actual derivative `deriv` of Σ. `cumulant` is the time integral itself, and `cumulantGreen` is its exponential, without the prefactor −i and without the step function that makes the Green function of an added electron vanish for t < 0. Its physical content is therefore at t > 0, although the formulas hold for every real t.

- `dyson_root_iff`: for Ω > 0 and w < Ω, w solves the Dyson equation exactly when w = E(N).
- `dysonWeight_eq` and `dyson_limits`: the closed form of the weight, and the two limits as N → ∞.
- `cumulant_eq` and `cumulant_satellites`: the closed form of C and the satellite series, for Ω ≠ 0. `HasSum` says that the series converges to the Green function at each time t.
- `size_consistency`: for g, Ω > 0 and two non-empty groups, the cumulant Green function factorises at every t, and the Dyson roots obey the strict inequality.

The self-energy and the mode correlation function are the starting point; neither is derived from a Hamiltonian. The correlation function is that of modes at zero temperature, and the level does not hop or mix with others. The satellites are stated in time, with no Fourier transform to a spectral function.

```lean
import Mathlib

open Filter Topology

namespace DysonVersusCumulant

noncomputable section

/-- One-quantum self-energy at frequency `w ≠ Ω` of a level at energy zero coupled with strength `g`
to `N` identical modes of frequency `Ω`. -/
def selfEnergy (g Ω : ℝ) (N : ℕ) (w : ℝ) : ℝ := N * g ^ 2 / (w - Ω)

/-- The square root `√(Ω² + 4 N g²)` in the solution of the quadratic Dyson equation. -/
def splitting (g Ω : ℝ) (N : ℕ) : ℝ := √(Ω ^ 2 + 4 * N * g ^ 2)

/-- Closed form of the lower Dyson root. -/
def dysonEnergy (g Ω : ℝ) (N : ℕ) : ℝ := (Ω - splitting g Ω N) / 2

/-- Pole weight `1 / (1 - Σ'(E))` at the lower Dyson root `E`, for `Ω > 0`. -/
def dysonWeight (g Ω : ℝ) (N : ℕ) : ℝ :=
  1 / (1 - deriv (selfEnergy g Ω N) (dysonEnergy g Ω N))

/-- Second-order cumulant of the level: the time integral of `(t - s)` times the
correlation function `N g² exp(-iΩs)` of the modes, with a minus sign. -/
def cumulant (g Ω : ℝ) (N : ℕ) (t : ℝ) : ℂ :=
  -∫ s in (0 : ℝ)..t, ((t : ℂ) - s) * ((N : ℂ) * g ^ 2 * Complex.exp (-Complex.I * Ω * s))

/-- Cumulant Green function of the level, without the prefactor `-i`. -/
def cumulantGreen (g Ω : ℝ) (N : ℕ) (t : ℝ) : ℂ := Complex.exp (cumulant g Ω N t)

/-- The square of the splitting is `Ω² + 4 N g²`. -/
lemma splitting_sq (g Ω : ℝ) (N : ℕ) :
    splitting g Ω N ^ 2 = Ω ^ 2 + 4 * N * g ^ 2 :=
  Real.sq_sqrt (by positivity)

/-- For `Ω > 0` and `w < Ω`, the number `w` solves the Dyson equation `w = Σ(w)` exactly when it
equals `dysonEnergy`. -/
theorem dyson_root_iff {g Ω w : ℝ} (N : ℕ) (hΩ : 0 < Ω) (hw : w < Ω) :
    w = selfEnergy g Ω N w ↔ w = dysonEnergy g Ω N := by
  have hS := splitting_sq g Ω N
  have hle : Ω ≤ splitting g Ω N := by
    have h : 0 ≤ 4 * (N : ℝ) * g ^ 2 := by positivity
    exact (Real.le_sqrt' hΩ).2 (by linarith)
  unfold selfEnergy dysonEnergy
  rw [eq_div_iff (sub_neg.2 hw).ne]
  constructor
  · intro h
    have hf : (2 * w - Ω + splitting g Ω N) * (2 * w - Ω - splitting g Ω N) = 0 := by
      linear_combination 4 * h - hS
    -- the second factor belongs to the root above `Ω`
    rcases mul_eq_zero.1 hf with h | h <;> linarith
  · intro h
    rw [h]
    linear_combination (1 / 4) * hS

/-- For `Ω > 0`, the weight of the lower Dyson pole is `(1 + Ω / √(Ω² + 4 N g²)) / 2`. -/
theorem dysonWeight_eq (g : ℝ) {Ω : ℝ} (N : ℕ) (hΩ : 0 < Ω) :
    dysonWeight g Ω N = (1 + Ω / splitting g Ω N) / 2 := by
  have hS := splitting_sq g Ω N
  have hpos : 0 < splitting g Ω N := Real.sqrt_pos.2 (by positivity)
  have e1 : dysonEnergy g Ω N - Ω = -(splitting g Ω N + Ω) / 2 := by
    unfold dysonEnergy; ring
  have hne : dysonEnergy g Ω N - Ω ≠ 0 := by
    rw [e1]; exact ne_of_lt (by linarith)
  have hd : HasDerivAt (selfEnergy g Ω N)
      (-(N * g ^ 2) / (dysonEnergy g Ω N - Ω) ^ 2) (dysonEnergy g Ω N) := by
    have h := (hasDerivAt_const (dysonEnergy g Ω N) ((N : ℝ) * g ^ 2)).fun_div
      ((hasDerivAt_id' (dysonEnergy g Ω N)).sub_const Ω) hne
    refine HasDerivAt.congr_deriv (f := selfEnergy g Ω N) h ?_
    ring
  have e2 : (N : ℝ) * g ^ 2 = (splitting g Ω N ^ 2 - Ω ^ 2) / 4 := by
    linear_combination (-1 / 4) * hS
  rw [dysonWeight, hd.deriv, e1, e2]
  generalize splitting g Ω N = S at hpos
  have hsum : S + Ω ≠ 0 := by positivity
  have e3 : 1 - -((S ^ 2 - Ω ^ 2) / 4) / (-(S + Ω) / 2) ^ 2 = 2 * S / (S + Ω) := by
    field_simp
    ring
  rw [e3]
  field_simp

/-- For `g, Ω > 0` and many modes, the lower Dyson root grows only as `-g √N`
and its weight tends to one half. -/
theorem dyson_limits {g Ω : ℝ} (hg : 0 < g) (hΩ : 0 < Ω) :
    Tendsto (fun N : ℕ => dysonEnergy g Ω N / √(N : ℝ)) atTop (𝓝 (-g)) ∧
    Tendsto (fun N : ℕ => dysonWeight g Ω N) atTop (𝓝 (1 / 2)) := by
  have ha : Tendsto (fun N : ℕ => Ω / √(N : ℝ)) atTop (𝓝 0) :=
    tendsto_const_nhds.div_atTop (Real.tendsto_sqrt_atTop.comp tendsto_natCast_atTop_atTop)
  -- the splitting grows as `2 g √N`
  have hb : Tendsto (fun N : ℕ => splitting g Ω N / √(N : ℝ)) atTop (𝓝 (2 * g)) := by
    have h0 : Tendsto (fun N : ℕ => Ω ^ 2 / (N : ℝ)) atTop (𝓝 0) :=
      tendsto_const_div_atTop_nhds_zero_nat _
    have h := (h0.add_const (4 * g ^ 2)).sqrt
    rw [show (0 : ℝ) + 4 * g ^ 2 = (2 * g) ^ 2 by ring, Real.sqrt_sq (by positivity)] at h
    refine h.congr' ?_
    filter_upwards [eventually_gt_atTop 0] with N hN
    have hN' : (N : ℝ) ≠ 0 := by exact_mod_cast hN.ne'
    have hx : 0 ≤ Ω ^ 2 + 4 * (N : ℝ) * g ^ 2 := by positivity
    rw [splitting, ← Real.sqrt_div hx]
    congr 1
    rw [eq_div_iff hN', add_mul, div_mul_cancel₀ _ hN']
    ring
  constructor
  · have h := (ha.sub hb).div_const 2
    rw [show (0 - 2 * g) / 2 = -g by ring] at h
    refine h.congr fun N => ?_
    unfold dysonEnergy
    ring
  · have h : Tendsto (fun N : ℕ => (1 + Ω / √(N : ℝ) / (splitting g Ω N / √(N : ℝ))) / 2)
        atTop (𝓝 ((1 + 0 / (2 * g)) / 2)) :=
      ((ha.div hb (by positivity)).const_add 1).div_const 2
    rw [show (1 + 0 / (2 * g)) / 2 = 1 / 2 by simp] at h
    refine h.congr' ?_
    filter_upwards [eventually_gt_atTop 0] with N hN
    have hN' : √(N : ℝ) ≠ 0 := (Real.sqrt_pos.2 (by exact_mod_cast hN)).ne'
    rw [dysonWeight_eq g N hΩ, div_div_div_cancel_right₀ hN']

/-- The integrand of the cumulant is integrable on every finite time interval. -/
lemma cumulant_integrable (g Ω : ℝ) (N : ℕ) (t : ℝ) :
    IntervalIntegrable (fun s : ℝ => ((t : ℂ) - s) *
      ((N : ℂ) * g ^ 2 * Complex.exp (-Complex.I * Ω * s))) MeasureTheory.volume 0 t :=
  Continuous.intervalIntegrable (by fun_prop) _ _

/-- For `Ω ≠ 0`, the cumulant is an oscillating part plus a part linear in time. -/
theorem cumulant_eq (g : ℝ) {Ω : ℝ} (N : ℕ) (t : ℝ) (hΩ : Ω ≠ 0) :
    cumulant g Ω N t = N * g ^ 2 / Ω ^ 2 * (Complex.exp (-Complex.I * Ω * t) - 1)
      + Complex.I * (N * g ^ 2 / Ω) * t := by
  have hΩ' : (Ω : ℂ) ≠ 0 := by exact_mod_cast hΩ
  have hk : -Complex.I * Ω * (Complex.I / Ω) = 1 := by
    have h : -Complex.I * Ω * (Complex.I / Ω) = -(Complex.I * Complex.I) * (Ω / Ω) := by ring
    rw [h, Complex.I_mul_I, div_self hΩ']
    norm_num
  -- an explicit antiderivative of the integrand
  have hF : ∀ z : ℂ, HasDerivAt (fun z : ℂ => (N : ℂ) * g ^ 2 *
      (Complex.exp (-Complex.I * Ω * z) * (((t : ℂ) - z) * (Complex.I / Ω) + (Complex.I / Ω) ^ 2)))
      (((t : ℂ) - z) * ((N : ℂ) * g ^ 2 * Complex.exp (-Complex.I * Ω * z))) z := by
    intro z
    have h1 := ((hasDerivAt_id' z).const_mul (-Complex.I * (Ω : ℂ))).cexp
    have h2 := (((hasDerivAt_id' z).const_sub (t : ℂ)).mul_const
      (Complex.I / (Ω : ℂ))).add_const ((Complex.I / (Ω : ℂ)) ^ 2)
    refine ((h1.fun_mul h2).const_mul ((N : ℂ) * g ^ 2)).congr_deriv ?_
    linear_combination ((N : ℂ) * g ^ 2 * Complex.exp (-Complex.I * Ω * z) *
      ((t : ℂ) - z + Complex.I / Ω)) * hk
  have hc : (Complex.I / (Ω : ℂ)) ^ 2 = -1 / (Ω : ℂ) ^ 2 := by rw [div_pow, Complex.I_sq]
  rw [cumulant, intervalIntegral.integral_eq_sub_of_hasDerivAt
    (fun s _ => (hF s).comp_ofReal) (cumulant_integrable g Ω N t)]
  simp only [Complex.ofReal_zero, mul_zero, Complex.exp_zero]
  linear_combination (-((N : ℂ) * g ^ 2) * (Complex.exp (-Complex.I * Ω * t) - 1)) * hc

/-- For `Ω ≠ 0`, the cumulant Green function is a sum of lines at `-N g²/Ω + nΩ` with Poisson
weights of mean `N g²/Ω²`; the line `n = 0` has weight `exp(-N g²/Ω²)`. -/
theorem cumulant_satellites (g : ℝ) {Ω : ℝ} (N : ℕ) (t : ℝ) (hΩ : Ω ≠ 0) :
    HasSum (fun n : ℕ => Complex.exp (-(N * g ^ 2 / Ω ^ 2)) *
      ((N * g ^ 2 / Ω ^ 2) ^ n / (n.factorial : ℂ)) *
      Complex.exp (-Complex.I * (-(N * g ^ 2 / Ω) + n * Ω) * t)) (cumulantGreen g Ω N t) := by
  have h := NormedSpace.expSeries_div_hasSum_exp
    ((N : ℂ) * g ^ 2 / Ω ^ 2 * Complex.exp (-Complex.I * Ω * t))
  rw [← Complex.exp_eq_exp_ℂ] at h
  have h' := h.mul_left (Complex.exp (-((N : ℂ) * g ^ 2 / Ω ^ 2)) *
    Complex.exp (Complex.I * (N * g ^ 2 / Ω) * t))
  convert h' using 1
  · rfl
  · funext n
    -- the n-th power of the oscillation shifts the line by `nΩ`
    have e : Complex.exp (-Complex.I * (-(N * g ^ 2 / Ω) + n * Ω) * t) =
        Complex.exp (Complex.I * (N * g ^ 2 / Ω) * t) *
          Complex.exp (-Complex.I * Ω * t) ^ n := by
      rw [← Complex.exp_nat_mul, ← Complex.exp_add]
      congr 1
      ring
    rw [e, mul_pow]
    ring
  · rw [cumulantGreen, cumulant_eq g N t hΩ, ← Complex.exp_add, ← Complex.exp_add]
    congr 1
    ring

/-- Size-consistency, for `g, Ω > 0` and two non-empty groups of `N` and `M` modes: the cumulant
Green function factorises, whereas the Dyson root of the whole lies strictly above the sum
of the Dyson roots of the groups. -/
theorem size_consistency {g Ω : ℝ} (hg : 0 < g) (hΩ : 0 < Ω) {N M : ℕ}
    (hN : 0 < N) (hM : 0 < M) :
    (∀ t, cumulantGreen g Ω (N + M) t = cumulantGreen g Ω N t * cumulantGreen g Ω M t) ∧
    dysonEnergy g Ω N + dysonEnergy g Ω M < dysonEnergy g Ω (N + M) := by
  constructor
  · intro t
    simp only [cumulantGreen, cumulant]
    rw [← Complex.exp_add, ← neg_add, ← intervalIntegral.integral_add
      (cumulant_integrable g Ω N t) (cumulant_integrable g Ω M t)]
    congr 2
    refine intervalIntegral.integral_congr fun s _ => ?_
    push_cast
    ring
  · have hlt : ∀ K : ℕ, 0 < K → Ω < splitting g Ω K := by
      intro K hK
      have hK' : (0 : ℝ) < K := by exact_mod_cast hK
      have h : 0 < 4 * (K : ℝ) * g ^ 2 := by positivity
      exact (Real.lt_sqrt hΩ.le).2 (by linarith)
    have h1 := hlt N hN
    have h2 := hlt M hM
    have h3 := splitting_sq g Ω (N + M)
    push_cast at h3
    -- the defect is governed by the product of the two excess splittings
    have hsq : splitting g Ω (N + M) ^ 2 <
        (splitting g Ω N + splitting g Ω M - Ω) ^ 2 := by
      nlinarith [mul_pos (sub_pos.2 h1) (sub_pos.2 h2), splitting_sq g Ω N,
        splitting_sq g Ω M]
    have h4 := lt_of_pow_lt_pow_left₀ 2 (by linarith) hsq
    unfold dysonEnergy
    linarith

end

end DysonVersusCumulant
```

```lean
#print axioms DysonVersusCumulant.dyson_root_iff
-- 'DysonVersusCumulant.dyson_root_iff' depends on axioms: [propext, Classical.choice, Quot.sound]
#print axioms DysonVersusCumulant.dyson_limits
-- 'DysonVersusCumulant.dyson_limits' depends on axioms: [propext, Classical.choice, Quot.sound]
#print axioms DysonVersusCumulant.cumulant_satellites
-- 'DysonVersusCumulant.cumulant_satellites' depends on axioms: [propext, Classical.choice, Quot.sound]
#print axioms DysonVersusCumulant.size_consistency
-- 'DysonVersusCumulant.size_consistency' depends on axioms: [propext, Classical.choice, Quot.sound]
```

**How the Lean proofs run.** In `dyson_root_iff`, multiplying out the denominator and using `splitting_sq` gives the factorisation

(2w − Ω + S(N))(2w − Ω − S(N)) = 0.

The second factor would put w at or above Ω, so `linarith` rejects it with the bound `hle`.

`dysonWeight_eq` obtains Σ′ from the quotient rule (`hd`). It then substitutes the expressions for E(N) − Ω and N g² (`e1`, `e2`), and `e3` is the simplification of 1 − Σ′ to 2S/(S + Ω).

In `dyson_limits`, `ha` is Ω/√N → 0 and `hb` is S(N)/√N → 2g. The energy limit is half the difference of these two. For the weight, Ω/S(N) is written as the quotient of the same two sequences.

`cumulant_eq` replaces the integration by parts with the antiderivative it produces,

N g² exp(−iΩz) [(t − z)(i/Ω) + (i/Ω)²].

`hF` checks this by differentiation, and the fundamental theorem of calculus then evaluates the integral, with `cumulant_integrable` supplying integrability. `cumulant_satellites` takes the exponential series at a·exp(−iΩt) and multiplies it by the remaining factor of exp C. The identity `e` turns the n-th power of the oscillation into a line shifted by nΩ.

The factorisation in `size_consistency` uses only linearity of the integral (`intervalIntegral.integral_add`), not the closed form. For the energies, `hlt` shows S(K) > Ω for every non-empty group of K modes. `nlinarith` receives the positive product (S(N) − Ω)(S(M) − Ω) and derives the inequality between squares, `hsq`. Taking roots gives `h4`, and the definition of E(N) finishes the argument.
